# The derivative of exp(A + sB) at s = 0 as exp(A) times a commutator series

## Why does the partition function not see the commutators to first order?

For complex square matrices A and B, the derivative of exp(A + sB) at s = 0 is

exp(A) (B − [A,B]/2! + [A,[A,B]]/3! − …).

Yet when I add a weak perturbation sW to a Hamiltonian H and differentiate Z = tr exp(−β(H + sW)), I get the right answer from exp(A)B alone, with A = −βH and B = −βW, as if H and W commuted. Where do the commutators come from, and where do they go under the trace?

## B acts throughout the evolution, and the trace removes the reordering

The commutators come from moving B past exp(tA). Each of them has zero trace once multiplied by exp(A), so only B survives.

Write ad_A(X) = [A,X] = AX − XA, let t be a complex time, and define

S(t) = Σ_{k≥0} (−1)^k t^(k+1) ad_A^k(B)/(k+1)!
D(t) = derivative of exp(t(A + sB)) in s at s = 0.

The claim is D(t) = exp(tA) S(t); the formula above is t = 1.

**Convergence.** Since ‖[A,X]‖ ≤ 2‖A‖‖X‖, induction gives ‖ad_A^k(B)‖ ≤ (2‖A‖)^k ‖B‖. The factorials then make the series converge for every t.

**Equation for S.** Differentiate term by term and split off k = 0:

S′ = Σ_{k≥0} (−1)^k t^k ad_A^k(B)/k! = B − [A,S], with S(0) = 0.

**Equation for D.** By the chain rule D(t) = t L(tA)[B], where L(X) is the linear map that gives the first-order change of exp at X. As L(0) is the identity, D(0) = 0 and D′(0) = B. Now differentiate

exp(u(A + sB)) = exp(t(A + sB)) exp((u−t)(A + sB))

in s at s = 0:

D(u) = D(t) exp((u−t)A) + exp(tA) D(u−t).

The derivative in u at u = t is

D′(t) = D(t)A + exp(tA)B.

**Comparison.** The product P = exp(tA)S satisfies

P′ = exp(tA)(AS + B − AS + SA) = PA + exp(tA)B, with P(0) = 0.

Hence V = D − P obeys V′ = VA and V(0) = 0. The derivative of V exp(−tA) is VA exp(−tA) − VA exp(−tA) = 0, so this product is constant and V = 0.

**Trace.** Because exp(A) commutes with A, cyclicity gives

tr(exp(A)[A,X]) = tr(exp(A)AX) − tr(A exp(A)X) = 0.

Every term with k ≥ 1 has this form. What remains is tr(exp(A)B), which for your Z is −β tr(exp(−βH)W).

In the Lean file, `response A B t` is S(t), not a Kubo response function, and `variation A B t` is D(t). `(ad A)^[k] B` is the k-fold commutator. The time carries no −i: for the quantum propagator of a time-independent Hamiltonian H + sW, set A = H, B = W and t = −iτ/ħ, where τ is the physical time.

`hasDerivAt_propagator` holds in any complete normed complex algebra. `matrix_hasDerivAt_exp` states convergence and the derivative for matrices over a finite index type `n`; `hasDerivAt_trace_exp` is the trace formula. `HasDerivAt` says that the derivative exists and has the given value, here for complex s. The matrix norm is the largest absolute row sum, a choice that does not affect the derivative in finite dimension.

For a Hamiltonian matrix in a fixed, finite orthonormal basis this gives the first-order change of the propagator and of the unnormalised thermal operator exp(−βH); passing from a truncated basis to an unbounded Hamiltonian needs a separate argument.

```lean
import Mathlib

open NormedSpace (exp)
open scoped Nat

namespace ExponentialDerivativeSeries

noncomputable section

/-- The commutator `ad A X = A X - X A`. -/
def ad {R : Type*} [Ring R] (A X : R) : R := A * X - X * A

variable {𝔸 : Type*} [NormedRing 𝔸] [NormedAlgebra ℂ 𝔸]

/-- The commutator series `∑ (-1)^k t^(k+1) ad_A^k(B) / (k+1)!` at complex time `t`. -/
def response (A B : 𝔸) (t : ℂ) : 𝔸 :=
  ∑' k : ℕ, ((-1) ^ k * t ^ (k + 1) / ((k + 1)! : ℂ)) • (ad A)^[k] B

/-- The first-order change of the propagator `exp (t (A + s B))` with the coupling `s`,
taken at `s = 0`. -/
def variation (A B : 𝔸) (t : ℂ) : 𝔸 :=
  deriv (fun s : ℂ => exp (t • (A + s • B))) 0

omit [NormedAlgebra ℂ 𝔸] in
/-- The `k`-fold nested commutator is bounded in norm by `(2‖A‖)^k ‖B‖`. -/
theorem norm_ad_iterate_le (A B : 𝔸) (k : ℕ) :
    ‖(ad A)^[k] B‖ ≤ (2 * ‖A‖) ^ k * ‖B‖ := by
  induction k with
  | zero => simp
  | succ k ih =>
    rw [Function.iterate_succ_apply']
    calc ‖A * (ad A)^[k] B - (ad A)^[k] B * A‖
        ≤ ‖A * (ad A)^[k] B‖ + ‖(ad A)^[k] B * A‖ := norm_sub_le _ _
      _ ≤ ‖A‖ * ‖(ad A)^[k] B‖ + ‖(ad A)^[k] B‖ * ‖A‖ :=
          add_le_add (norm_mul_le _ _) (norm_mul_le _ _)
      _ = (2 * ‖A‖) * ‖(ad A)^[k] B‖ := by ring
      _ ≤ (2 * ‖A‖) * ((2 * ‖A‖) ^ k * ‖B‖) :=
          mul_le_mul_of_nonneg_left ih (by positivity)
      _ = (2 * ‖A‖) ^ (k + 1) * ‖B‖ := by ring

variable [CompleteSpace 𝔸]

/-- In a complete normed complex algebra the commutator series converges at every complex
time. -/
theorem summable_response (A B : 𝔸) (t : ℂ) :
    Summable fun k : ℕ =>
      ((-1) ^ k * t ^ (k + 1) / ((k + 1)! : ℂ)) • (ad A)^[k] B := by
  refine Summable.of_norm_bounded
    ((Real.summable_pow_div_factorial (‖t‖ * (2 * ‖A‖))).mul_left (‖t‖ * ‖B‖)) fun k => ?_
  rw [norm_smul, norm_div, norm_mul, norm_pow, norm_pow, norm_neg, norm_one, one_pow,
    one_mul, Complex.norm_natCast]
  have hf : (k ! : ℝ) ≤ ((k + 1)! : ℝ) := by
    exact_mod_cast Nat.factorial_le (Nat.le_succ k)
  calc ‖t‖ ^ (k + 1) / ((k + 1)! : ℝ) * ‖(ad A)^[k] B‖
      ≤ ‖t‖ ^ (k + 1) / (k ! : ℝ) * ((2 * ‖A‖) ^ k * ‖B‖) :=
        mul_le_mul (div_le_div_of_nonneg_left (by positivity) (by positivity) hf)
          (norm_ad_iterate_le A B k) (norm_nonneg _) (by positivity)
    _ = ‖t‖ * ‖B‖ * ((‖t‖ * (2 * ‖A‖)) ^ k / (k ! : ℝ)) := by ring

/-- The commutator series `S` obeys the equation of motion `S' = B - [A, S]`. -/
theorem hasDerivAt_response (A B : 𝔸) (t : ℂ) :
    HasDerivAt (response A B) (B - ad A (response A B t)) t := by
  -- the differentiated series sums to `B - [A, S]`
  have hS := (summable_response A B t).hasSum
  have hsum : HasSum (fun k : ℕ => ((-1) ^ k * t ^ k / (k ! : ℂ)) • (ad A)^[k] B)
      (B - ad A (response A B t)) := by
    rw [← hasSum_nat_add_iff' 1]
    convert ((hS.mul_left A).sub (hS.mul_right A)).neg using 1
    · funext k
      rw [Function.iterate_succ_apply']
      simp only [ad, mul_smul_comm, smul_mul_assoc]
      module
    · simp only [Finset.sum_range_one, pow_zero, mul_one, Nat.factorial_zero, Nat.cast_one,
        div_one, one_smul, Function.iterate_zero, id_eq, ad, response]
      abel
  rw [← hsum.tsum_eq]
  -- termwise differentiation on a disc containing `t`
  refine hasDerivAt_tsum_of_isPreconnected
    (g := fun (k : ℕ) (s : ℂ) =>
      ((-1) ^ k * s ^ (k + 1) / ((k + 1)! : ℂ)) • (ad A)^[k] B)
    (g' := fun (k : ℕ) (s : ℂ) => ((-1) ^ k * s ^ k / (k ! : ℂ)) • (ad A)^[k] B)
    ((Real.summable_pow_div_factorial ((‖t‖ + 1) * (2 * ‖A‖))).mul_right ‖B‖)
    Metric.isOpen_ball (convex_ball (0 : ℂ) (‖t‖ + 1)).isPreconnected
    (fun k s _ => ?_) (fun k s hs => ?_) (y₀ := t) (by simp) (summable_response A B t)
    (by simp)
  · refine ((((hasDerivAt_pow (k + 1) s).const_mul ((-1 : ℂ) ^ k)).div_const
      ((k + 1)! : ℂ)).smul_const ((ad A)^[k] B)).congr_deriv ?_
    have h1 : (k ! : ℂ) ≠ 0 := by exact_mod_cast k.factorial_ne_zero
    have h2 : (k : ℂ) + 1 ≠ 0 := Nat.cast_add_one_ne_zero k
    congr 1
    rw [Nat.factorial_succ, Nat.add_sub_cancel]
    push_cast
    field_simp
  · have hs' : ‖s‖ ≤ ‖t‖ + 1 := (mem_ball_zero_iff.mp hs).le
    rw [norm_smul, norm_div, norm_mul, norm_pow, norm_pow, norm_neg, norm_one, one_pow,
      one_mul, Complex.norm_natCast]
    calc ‖s‖ ^ k / (k ! : ℝ) * ‖(ad A)^[k] B‖
        ≤ (‖t‖ + 1) ^ k / (k ! : ℝ) * ((2 * ‖A‖) ^ k * ‖B‖) :=
          mul_le_mul (div_le_div_of_nonneg_right
            (pow_le_pow_left₀ (norm_nonneg _) hs' k) (by positivity))
            (norm_ad_iterate_le A B k) (norm_nonneg _) (by positivity)
      _ = ((‖t‖ + 1) * (2 * ‖A‖)) ^ k / (k ! : ℝ) * ‖B‖ := by
          rw [mul_pow (‖t‖ + 1)]
          ring

/-- Propagators of one generator compose by adding their times. -/
theorem propagator_add (X : 𝔸) (t u : ℂ) :
    exp ((t + u) • X) = exp (t • X) * exp (u • X) := by
  let : NormedAlgebra ℚ 𝔸 := NormedAlgebra.restrictScalars ℚ ℂ 𝔸
  rw [add_smul]
  exact NormedSpace.exp_add_of_commute (((Commute.refl X).smul_left t).smul_right u)

/-- The propagator is differentiable in the coupling `s` at `s = 0`, and its variation is `t` times
the Fréchet derivative of the exponential at `t A` in the direction `B`. -/
theorem hasDerivAt_coupling (A B : 𝔸) (t : ℂ) :
    HasDerivAt (fun s : ℂ => exp (t • (A + s • B))) (variation A B t) 0 ∧
      variation A B t = t • fderiv ℂ (exp : 𝔸 → 𝔸) (t • A) B := by
  have h1 : HasDerivAt (fun s : ℂ => t • (A + s • B)) (t • B) 0 := by
    have h := (((hasDerivAt_id' (0 : ℂ)).smul_const B).const_add A).const_smul t
    rw [one_smul] at h
    exact h
  have ha : AnalyticAt ℂ (exp : 𝔸 → 𝔸) (t • A) := NormedSpace.exp_analytic _
  have h2 : HasFDerivAt (exp : 𝔸 → 𝔸) (fderiv ℂ (exp : 𝔸 → 𝔸) (t • A))
      (t • (A + (0 : ℂ) • B)) := by
    rw [zero_smul, add_zero]
    exact ha.differentiableAt.hasFDerivAt
  have h3 := h2.comp_hasDerivAt (0 : ℂ) h1
  rw [map_smul] at h3
  exact ⟨h3.differentiableAt.hasDerivAt, h3.deriv⟩

/-- The variation `D` of the propagator obeys `D' = D A + exp (t A) B`. -/
theorem hasDerivAt_variation (A B : 𝔸) (t : ℂ) :
    HasDerivAt (variation A B) (variation A B t * A + exp (t • A) * B) t := by
  -- at time zero the variation grows at the rate `B`
  have h0 : HasDerivAt (variation A B) B 0 := by
    have ha : AnalyticAt ℂ (exp : 𝔸 → 𝔸) ((0 : ℂ) • A) := NormedSpace.exp_analytic _
    have hF : DifferentiableAt ℂ (fun u : ℂ => fderiv ℂ (exp : 𝔸 → 𝔸) (u • A) B) 0 :=
      (ha.fderiv.differentiableAt.comp (0 : ℂ)
        (differentiableAt_id.smul_const A)).clm_apply (differentiableAt_const B)
    have hz : fderiv ℂ (exp : 𝔸 → 𝔸) 0 = 1 := hasFDerivAt_exp_zero.fderiv
    rw [funext fun u => (hasDerivAt_coupling A B u).2]
    refine ((hasDerivAt_id' (0 : ℂ)).smul hF.hasDerivAt).congr_deriv ?_
    simp [hz]
  -- the semigroup law, differentiated in the coupling
  have hc : ∀ u, variation A B u =
      variation A B t * exp ((u - t) • A) + exp (t • A) * variation A B (u - t) := by
    intro u
    have h := (hasDerivAt_coupling A B t).1.mul (hasDerivAt_coupling A B (u - t)).1
    have e : (fun s : ℂ => exp (u • (A + s • B))) =
        (fun s : ℂ => exp (t • (A + s • B))) * fun s : ℂ => exp ((u - t) • (A + s • B)) := by
      funext s
      rw [Pi.mul_apply, ← propagator_add, add_sub_cancel]
    have h' := (hasDerivAt_coupling A B u).1
    rw [e] at h'
    simpa only [zero_smul, add_zero] using h'.unique h
  have hE : HasDerivAt (fun u : ℂ => exp (u • A)) A (t - t) := by
    simpa using hasDerivAt_exp_smul_const A (0 : ℂ)
  rw [← sub_self t] at h0
  have h := ((hE.comp_sub_const t t).const_mul (variation A B t)).fun_add
    ((h0.comp_sub_const t t).const_mul (exp (t • A)))
  exact h.congr_of_eventuallyEq (Filter.Eventually.of_forall hc)

/-- In a complete normed complex algebra, the derivative of `exp (t (A + s B))` at `s = 0` is
`exp (t A)` times the commutator series at time `t`. -/
theorem hasDerivAt_propagator (A B : 𝔸) (t : ℂ) :
    HasDerivAt (fun s : ℂ => exp (t • (A + s • B))) (exp (t • A) * response A B t) 0 := by
  -- the difference `V` of the two sides, carried back by `exp (-t A)`, is constant
  have hY : ∀ u : ℂ, HasDerivAt (fun u : ℂ =>
      (variation A B u - exp (u • A) * response A B u) * exp (u • (-A))) 0 u := by
    intro u
    refine (((hasDerivAt_variation A B u).fun_sub ((hasDerivAt_exp_smul_const A u).fun_mul
      (hasDerivAt_response A B u))).fun_mul
      (hasDerivAt_exp_smul_const' (-A) u)).congr_deriv ?_
    simp only [ad]
    noncomm_ring
  have hconst := is_const_of_deriv_eq_zero (fun u => (hY u).differentiableAt)
    (fun u => (hY u).deriv) t 0
  have hv : variation A B 0 = 0 := by rw [(hasDerivAt_coupling A B 0).2, zero_smul]
  have hr : response A B 0 = 0 := by simp [response]
  simp only [hv, hr, mul_zero, sub_zero, zero_mul] at hconst
  have hinv : exp (t • (-A)) * exp (t • A) = 1 := by
    rw [smul_neg, ← neg_smul, ← propagator_add, neg_add_cancel, zero_smul,
      NormedSpace.exp_zero]
  have hV : variation A B t - exp (t • A) * response A B t = 0 := by
    rw [← mul_one (variation A B t - _), ← hinv, ← mul_assoc, hconst, zero_mul]
  rw [← sub_eq_zero.mp hV]
  exact (hasDerivAt_coupling A B t).1

section Matrices

attribute [local instance] Matrix.linftyOpNormedRing Matrix.linftyOpNormedAlgebra

variable {n : Type*} [Fintype n] [DecidableEq n]

/-- For complex square matrices the series `∑ (-1)^k ad_A^k(B) / (k+1)!` converges, and
`exp A` times its sum is the derivative of `exp (A + s B)` at `s = 0`. -/
theorem matrix_hasDerivAt_exp (A B : Matrix n n ℂ) :
    Summable (fun k : ℕ => ((-1) ^ k / ((k + 1)! : ℂ)) • (ad A)^[k] B) ∧
    HasDerivAt (fun s : ℂ => exp (A + s • B))
      (exp A * ∑' k : ℕ, ((-1) ^ k / ((k + 1)! : ℂ)) • (ad A)^[k] B) 0 := by
  have h1 := summable_response A B 1
  have h2 := hasDerivAt_propagator A B 1
  simp only [response, one_pow, mul_one, one_smul] at h1 h2
  exact ⟨h1, h2⟩

/-- For complex square matrices, commuting or not, the derivative of `tr exp (A + s B)` at `s = 0`
is `tr (exp(A) * B)`. -/
theorem hasDerivAt_trace_exp (A B : Matrix n n ℂ) :
    HasDerivAt (fun s : ℂ => (exp (A + s • B)).trace) (exp A * B).trace 0 := by
  obtain ⟨hs, hd⟩ := matrix_hasDerivAt_exp A B
  let T := LinearMap.toContinuousLinearMap (Matrix.traceLinearMap n ℂ ℂ)
  have hcomm : A * exp A = exp A * A := ((Commute.refl A).exp_right).eq
  -- `exp A` commutes with `A`, so commutators with `A` have no weighted trace
  have hzero : ∀ X : Matrix n n ℂ, (exp A * ad A X).trace = 0 := by
    intro X
    rw [ad, mul_sub, Matrix.trace_sub, ← mul_assoc, ← mul_assoc,
      Matrix.trace_mul_comm (exp A * X) A, ← mul_assoc, hcomm, sub_self]
  have hsum := T.hasSum (hs.hasSum.mul_left (exp A))
  have hone := hasSum_single (f := fun k : ℕ =>
      T (exp A * (((-1) ^ k / ((k + 1)! : ℂ)) • (ad A)^[k] B))) 0 (by
    intro k hk
    obtain ⟨m, rfl⟩ := Nat.exists_eq_succ_of_ne_zero hk
    rw [Function.iterate_succ_apply', mul_smul_comm, map_smul]
    change _ • (exp A * ad A _).trace = 0
    rw [hzero, smul_zero])
  refine (T.hasFDerivAt.comp_hasDerivAt (0 : ℂ) hd).congr_deriv ?_
  refine (hsum.unique hone).trans ?_
  simp [T]

end Matrices

end

end ExponentialDerivativeSeries
```

```lean
#print axioms ExponentialDerivativeSeries.matrix_hasDerivAt_exp
#print axioms ExponentialDerivativeSeries.hasDerivAt_trace_exp
```

```
'ExponentialDerivativeSeries.matrix_hasDerivAt_exp' depends on axioms: [propext, Classical.choice, Quot.sound]
'ExponentialDerivativeSeries.hasDerivAt_trace_exp' depends on axioms: [propext, Classical.choice, Quot.sound]
```

`norm_ad_iterate_le` and `summable_response` give the bound and the convergence. `hasDerivAt_response` differentiates termwise on a disc of radius ‖t‖ + 1, where one summable bound serves all points.

`hasDerivAt_coupling` is the chain rule, resting on the analyticity of exp. In `hasDerivAt_variation`, `h0` is D′(0) = B and `hc` is the composition law differentiated in s, from `propagator_add` and uniqueness of derivatives.

In `hasDerivAt_propagator`, `noncomm_ring` checks the cancellation in the derivative of V exp(−tA), and `is_const_of_deriv_eq_zero` makes that product constant. For the trace, `hzero` removes the commutators, and the continuity of the trace lets it pass through the infinite sum.

The same argument with the two factors of the composition law exchanged gives D′ = AD + B exp(tA), and at t = 1 the mirror formula, with exp(A) on the right and no alternating signs:

(B + [A,B]/2! + [A,[A,B]]/3! + …) exp(A).
